# For three spins 1/2, (S² − 3/4)/3 is the average of the six site permutations

Three electrons sit in three orthogonal orbitals, one in each, with spins up, up, down. This product state has S_z = 1/2 but no definite total spin: it mixes S = 1/2 with S = 3/2. How much of each does it contain, and how can a program separate them?

Let P_σ be the matrix that rearranges the sites by the permutation σ, and let Π be the average of all six. In units with ℏ = 1, the 8×8 matrices satisfy

(S² − 3/4)/3 = Π, Π² = Π, tr Π = 4

(S² − 3/4)(S² − 15/4) = 0

The eigenspace S² = 3/4 has dimension 4, and its S_z = 1/2 part has dimension 2: two doublets.

## Spin contamination from bit swaps

With three spins stored as three bits, a code can apply S² by swapping bits, as the exchange form derived below shows. For three singly occupied orthogonal orbitals with fixed occupation, Π also extracts the quartet component of a state, and 1 − Π removes it.

For the state ↑↑↓,

S² ↑↑↓ = (3/4 + 1) ↑↑↓ + ↓↑↑ + ↑↓↑

so ⟨S²⟩ = 7/4. The quartet weight is (7/4 − 3/4)/3 = 1/3, and the doublet weight is 2/3.

## From exchanges to the projector

Let P_ij exchange sites i ≠ j, and let S^± = S_x ± i S_y on each site. Then

S_i·S_j = S_iz S_jz + (S_i⁺ S_j⁻ + S_i⁻ S_j⁺)/2

On parallel spins this gives 1/4 times the state. On opposite spins it gives −1/4 times the state plus half the exchanged state. Both cases are

S_i·S_j = P_ij/2 − 1/4

Each site has S_k² = 3/4, so

S² = 9/4 + 2 Σ_{i<j} S_i·S_j = 3/4 + P₀₁ + P₀₂ + P₁₂

In any basis state two of the three sites agree, and exchanging them changes nothing. Composing with that exchange pairs each odd permutation with an even one that has the same effect on the state. The three exchanges therefore sum to half of all six permutations, which is 3Π, and S² − 3/4 = 3Π.

Treating this last step as an identity between permutations is a mistake. With three levels per site, the state (a, b, c) has no equal pair, and its odd and even rearrangements differ.

Since P_σ Π = Π for every σ, Π² = Π. The identity fixes 8 basis states, each exchange 4 and each three-cycle 2, so

tr Π = (8 + 3·4 + 2·2)/6 = 4

(S² − 3/4)(S² − 15/4) = 3Π(3Π − 3) = 0

The states with S² = 3/4 form the kernel of Π, of dimension tr(1 − Π) = 4. Rearranging the sites leaves the number of up spins unchanged, so Π commutes with S_z. It also fixes ↑↑↑ and ↓↓↓, so only S_z = ±1/2 remains in the kernel, and (1 − Π)(1/2 + S_z) projects onto the S_z = 1/2 part. Reversing all spins shows that S_z and ΠS_z are traceless, so this projector has trace 4/2 = 2.

## The identities as Lean theorems

```lean
import Mathlib

open Matrix

namespace ThreeSpinCoupling

noncomputable section

/-- A basis state of `n` spins 1/2: each site is up (`0`) or down (`1`). -/
abbrev Conf (n : ℕ) := Fin n → Fin 2

/-- The spin matrices `S_x, S_y, S_z` of one spin 1/2, in units of ℏ. -/
def spin : Fin 3 → Matrix (Fin 2) (Fin 2) ℂ :=
  ![!![0, 1/2; 1/2, 0], !![0, -Complex.I/2; Complex.I/2, 0], !![1/2, 0; 0, -1/2]]

/-- The one-spin matrix `A` acting on site `k`, all other sites being left alone. -/
def onSite {n : ℕ} (k : Fin n) (A : Matrix (Fin 2) (Fin 2) ℂ) :
    Matrix (Conf n) (Conf n) ℂ :=
  Matrix.of fun s t => ∑ a, A (s k) a *
    (1 : Matrix (Conf n) (Conf n) ℂ) (Function.update s k a) t

/-- The component `α` of the total spin of `n` spins. -/
def totalSpin (n : ℕ) (α : Fin 3) : Matrix (Conf n) (Conf n) ℂ :=
  ∑ k, onSite k (spin α)

/-- The squared total spin `S² = S_x² + S_y² + S_z²`. -/
def totalSq (n : ℕ) : Matrix (Conf n) (Conf n) ℂ :=
  ∑ α, totalSpin n α * totalSpin n α

/-- The permutation matrix that rearranges the sites by `σ`. -/
def permOp {n : ℕ} (σ : Equiv.Perm (Fin n)) : Matrix (Conf n) (Conf n) ℂ :=
  Matrix.of fun s t => (1 : Matrix (Conf n) (Conf n) ℂ) (s ∘ σ) t

/-- The average of the six permutation matrices of three spins. -/
def symmetrizer : Matrix (Conf 3) (Conf 3) ℂ :=
  (1/6 : ℂ) • ∑ σ : Equiv.Perm (Fin 3), permOp σ

/-- The number of site permutations that turn the basis state `s` into `t`. -/
def permCount (s t : Conf 3) : ℤ :=
  ∑ σ : Equiv.Perm (Fin 3), if s ∘ σ = t then 1 else 0

/-- The number of up spins minus the number of down spins. -/
def twoM (s : Conf 3) : ℤ := ∑ k, if s k = 0 then 1 else -1

/-- The eigenspace of `S²` for three spins with eigenvalue `3/4`. -/
def doubletSpace : Submodule ℂ (Conf 3 → ℂ) :=
  Module.End.eigenspace (Matrix.toLin' (totalSq 3)) (3/4)

/-- Multiplying by a one-site operator sums over the states of that site only. -/
theorem onSite_mul_apply {n : ℕ} (k : Fin n) (A : Matrix (Fin 2) (Fin 2) ℂ)
    (M : Matrix (Conf n) (Conf n) ℂ) (s t : Conf n) :
    (onSite k A * M) s t = ∑ a, A (s k) a * M (Function.update s k a) t := by
  simp only [Matrix.mul_apply, onSite, Matrix.of_apply, Finset.sum_mul]
  refine Finset.sum_comm.trans (Finset.sum_congr rfl fun a _ => ?_)
  simp only [mul_assoc]
  rw [← Finset.mul_sum, ← Matrix.mul_apply, Matrix.one_mul]

/-- Dirac's exchange identity: for two different sites among `n` spins 1/2,
`S_i · S_j` is half the exchange of the two sites minus `1/4`. -/
theorem spin_exchange {n : ℕ} {i j : Fin n} (hij : i ≠ j) :
    ∑ α, onSite i (spin α) * onSite j (spin α) =
      (1/2 : ℂ) • permOp (Equiv.swap i j) - (1/4 : ℂ) • 1 := by
  -- the identity for the matrix elements of two spins
  have pair : ∀ (f : Fin 2 → Fin 2 → ℂ) (x y : Fin 2),
      ∑ α, ∑ a, spin α x a * ∑ b, spin α y b * f a b
        = 1/2 * f y x - 1/4 * f x y := by
    intro f
    simp only [Fin.forall_fin_two]
    refine ⟨⟨?_, ?_⟩, ?_, ?_⟩ <;> simp [spin, Fin.sum_univ_three, Fin.sum_univ_two]
    · linear_combination (f 1 1 / 4) * Complex.I_sq
    · linear_combination (-f 1 0 / 4) * Complex.I_sq
    · linear_combination (-f 0 1 / 4) * Complex.I_sq
    · linear_combination (f 0 0 / 4) * Complex.I_sq
  ext s t
  have e1 : s ∘ Equiv.swap i j =
      Function.update (Function.update s i (s j)) j (s i) := by
    funext k
    by_cases hj : k = j
    · subst hj; simp
    · by_cases hi : k = i
      · subst hi; simp [hj]
      · simp [hi, hj, Equiv.swap_apply_of_ne_of_ne hi hj]
  have e2 : Function.update (Function.update s i (s i)) j (s j) = s := by simp
  have key := pair (fun a b => (1 : Matrix (Conf n) (Conf n) ℂ)
    (Function.update (Function.update s i a) j b) t) (s i) (s j)
  -- acting on site i does not change what site j sees
  have other : ∀ α a, onSite j (spin α) (Function.update s i a) t =
      ∑ b, spin α (s j) b * (1 : Matrix (Conf n) (Conf n) ℂ)
        (Function.update (Function.update s i a) j b) t := by
    intro α a
    have hu : Function.update s i a j = s j := Function.update_of_ne hij.symm _ _
    have h := congrArg (fun z : Fin 2 => ∑ b, spin α z b *
      (1 : Matrix (Conf n) (Conf n) ℂ)
        (Function.update (Function.update s i a) j b) t) hu
    exact h
  have hP : permOp (Equiv.swap i j) s t = (1 : Matrix (Conf n) (Conf n) ℂ)
      (Function.update (Function.update s i (s j)) j (s i)) t := by
    have h := congrArg (fun z : Conf n => (1 : Matrix (Conf n) (Conf n) ℂ) z t) e1
    exact h
  have hI : (1 : Matrix (Conf n) (Conf n) ℂ)
      (Function.update (Function.update s i (s i)) j (s j)) t =
        (1 : Matrix (Conf n) (Conf n) ℂ) s t := by
    have h := congrArg (fun z : Conf n => (1 : Matrix (Conf n) (Conf n) ℂ) z t) e2
    exact h
  refine Eq.trans ?_ (key.trans ?_)
  · rw [Matrix.sum_apply]
    refine Finset.sum_congr rfl fun α _ => ?_
    rw [onSite_mul_apply]
    refine Finset.sum_congr rfl fun a _ => ?_
    rw [other]
  · rw [Matrix.sub_apply, Matrix.smul_apply, Matrix.smul_apply, smul_eq_mul,
      smul_eq_mul, hP, ← hI]

/-- For three spins 1/2, `S²` is `3/4` plus the sum of the three pair exchanges. -/
theorem totalSq_three : totalSq 3 = (3/4 : ℂ) • 1 + permOp (Equiv.swap 0 1)
    + permOp (Equiv.swap 0 2) + permOp (Equiv.swap 1 2) := by
  have single : ∀ (g : Fin 2 → ℂ) (x : Fin 2),
      ∑ α, ∑ a, spin α x a * ∑ b, spin α a b * g b = 3/4 * g x := by
    intro g
    simp only [Fin.forall_fin_two]
    refine ⟨?_, ?_⟩ <;> simp [spin, Fin.sum_univ_three, Fin.sum_univ_two]
    · linear_combination (-g 0 / 4) * Complex.I_sq
    · linear_combination (-g 1 / 4) * Complex.I_sq
  -- every pair of sites, equal or different
  have pairs : ∀ i j : Fin 3, ∑ α, onSite i (spin α) * onSite j (spin α) =
      if i = j then (3/4 : ℂ) • (1 : Matrix (Conf 3) (Conf 3) ℂ)
      else (1/2 : ℂ) • permOp (Equiv.swap i j) - (1/4 : ℂ) • 1 := by
    intro i j
    split_ifs with h
    · subst h
      ext s t
      have key := single (fun b => (1 : Matrix (Conf 3) (Conf 3) ℂ)
        (Function.update s i b) t) (s i)
      have again : ∀ α a, onSite i (spin α) (Function.update s i a) t =
          ∑ b, spin α a b * (1 : Matrix (Conf 3) (Conf 3) ℂ)
            (Function.update s i b) t := by
        intro α a
        have u1 : Function.update s i a i = a := by simp
        have u2 : ∀ b, Function.update (Function.update s i a) i b =
            Function.update s i b := by
          intro b; simp
        change ∑ b, spin α (Function.update s i a i) b *
          (1 : Matrix (Conf 3) (Conf 3) ℂ)
            (Function.update (Function.update s i a) i b) t = _
        refine Finset.sum_congr rfl fun b _ => ?_
        have h := congrArg₂ (fun (z : Fin 2) (w : Conf 3) => spin α z b *
          (1 : Matrix (Conf 3) (Conf 3) ℂ) w t) u1 (u2 b)
        exact h
      have hI : (1 : Matrix (Conf 3) (Conf 3) ℂ) (Function.update s i (s i)) t =
          (1 : Matrix (Conf 3) (Conf 3) ℂ) s t := by
        have h := congrArg (fun z : Conf 3 => (1 : Matrix (Conf 3) (Conf 3) ℂ) z t)
          (Function.update_eq_self i s)
        exact h
      refine Eq.trans ?_ (key.trans ?_)
      · rw [Matrix.sum_apply]
        refine Finset.sum_congr rfl fun α _ => ?_
        rw [onSite_mul_apply]
        refine Finset.sum_congr rfl fun a _ => ?_
        rw [again]
      · rw [Matrix.smul_apply, smul_eq_mul, ← hI]
    · exact spin_exchange h
  have expand : totalSq 3 =
      ∑ i, ∑ j, ∑ α, onSite i (spin α) * onSite j (spin α) := by
    simp only [totalSq, totalSpin, Finset.sum_mul_sum]
    exact Finset.sum_comm.trans (Finset.sum_congr rfl fun i _ => Finset.sum_comm)
  simp only [expand, pairs]
  simp only [Fin.sum_univ_three, Fin.reduceEq, ↓reduceIte, Equiv.swap_comm (1 : Fin 3) 0,
    Equiv.swap_comm (2 : Fin 3) 0, Equiv.swap_comm (2 : Fin 3) 1]
  module

/-- A matrix element of the averaged permutation is the number of permutations
joining the two basis states, divided by six. -/
theorem symmetrizer_apply (s t : Conf 3) : symmetrizer s t = (permCount s t : ℂ) / 6 := by
  simp only [symmetrizer, Matrix.smul_apply, Matrix.sum_apply, permOp, Matrix.of_apply,
    Matrix.one_apply, permCount, smul_eq_mul]
  push_cast
  ring

/-- For three spins 1/2, `(S² - 3/4)/3` is the average of the six permutation matrices;
it is idempotent with trace 4, and `(S² - 3/4)(S² - 15/4) = 0`. -/
theorem three_spin_casimir :
    (1/3 : ℂ) • (totalSq 3 - (3/4 : ℂ) • 1) = symmetrizer ∧
    symmetrizer * symmetrizer = symmetrizer ∧
    symmetrizer.trace = 4 ∧
    (totalSq 3 - (3/4 : ℂ) • 1) * (totalSq 3 - (15/4 : ℂ) • 1) = 0 := by
  have h1 : (1/3 : ℂ) • (totalSq 3 - (3/4 : ℂ) • 1) = symmetrizer := by
    ext s t
    -- with two levels per site, the exchanges are half of all permutations
    have h : ∀ s t : Conf 3, 2 * ((if s ∘ Equiv.swap 0 1 = t then 1 else 0)
        + (if s ∘ Equiv.swap 0 2 = t then 1 else 0)
        + (if s ∘ Equiv.swap 1 2 = t then 1 else 0)) = permCount s t := by
      decide +kernel
    have hc := congrArg (Int.cast : ℤ → ℂ) (h s t)
    push_cast at hc
    rw [symmetrizer_apply, totalSq_three]
    simp only [Matrix.smul_apply, Matrix.sub_apply, Matrix.add_apply, permOp,
      Matrix.of_apply, Matrix.one_apply, smul_eq_mul]
    linear_combination (1/6 : ℂ) * hc
  have h2 : symmetrizer * symmetrizer = symmetrizer := by
    ext s t
    have h : ∀ s t : Conf 3, ∑ u, permCount s u * permCount u t = 6 * permCount s t := by
      decide +kernel
    have hc := congrArg (Int.cast : ℤ → ℂ) (h s t)
    push_cast at hc
    simp only [Matrix.mul_apply, symmetrizer_apply, div_mul_div_comm, ← Finset.sum_div]
    rw [hc]
    ring
  refine ⟨h1, h2, ?_, ?_⟩
  · have h : ∑ s, permCount s s = 24 := by decide +kernel
    have hc := congrArg (Int.cast : ℤ → ℂ) h
    push_cast at hc
    simp only [Matrix.trace, Matrix.diag_apply, symmetrizer_apply, ← Finset.sum_div]
    rw [hc]
    norm_num
  · have a : totalSq 3 - (3/4 : ℂ) • 1 = (3 : ℂ) • symmetrizer := by
      rw [← h1]; module
    have b : totalSq 3 - (15/4 : ℂ) • 1 = (3 : ℂ) • symmetrizer - (3 : ℂ) • 1 := by
      rw [← a]; module
    rw [b, a, mul_sub, smul_mul_smul_comm, smul_mul_smul_comm, h2, mul_one, sub_self]

/-- The total `S_z` of three spins is diagonal, with half the excess of up over down
spins as its entries. -/
theorem totalSz_eq : totalSpin 3 2 = Matrix.diagonal fun s => (twoM s : ℂ) / 2 := by
  have h : ∀ (g : Fin 2 → ℂ) (x : Fin 2),
      ∑ a, spin 2 x a * g a = (if x = 0 then 1 else -1) / 2 * g x := by
    intro g
    simp only [Fin.forall_fin_two]
    refine ⟨?_, ?_⟩ <;> simp [spin, Fin.sum_univ_two]
  ext s t
  have hk : ∀ k, onSite k (spin 2) s t = (if s k = 0 then 1 else -1) / 2 *
      (1 : Matrix (Conf 3) (Conf 3) ℂ) s t := by
    intro k
    have key := h (fun a => (1 : Matrix (Conf 3) (Conf 3) ℂ) (Function.update s k a) t) (s k)
    have hI : (1 : Matrix (Conf 3) (Conf 3) ℂ) (Function.update s k (s k)) t =
        (1 : Matrix (Conf 3) (Conf 3) ℂ) s t := by
      have h := congrArg (fun z : Conf 3 => (1 : Matrix (Conf 3) (Conf 3) ℂ) z t)
        (Function.update_eq_self k s)
      exact h
    rw [← hI]
    exact key
  simp only [totalSpin, Matrix.sum_apply, hk]
  rw [← Finset.sum_mul, ← Finset.sum_div, Matrix.diagonal_apply, Matrix.one_apply, twoM]
  push_cast
  rw [mul_ite, mul_one, mul_zero]

/-- A three-spin state has `S² = 3/4` exactly when its average over all site
permutations vanishes. -/
theorem mem_doubletSpace_iff (x : Conf 3 → ℂ) :
    x ∈ doubletSpace ↔ symmetrizer *ᵥ x = 0 := by
  rw [doubletSpace, Module.End.mem_eigenspace_iff, Matrix.toLin'_apply,
    ← three_spin_casimir.1]
  simp [Matrix.sub_mulVec, Matrix.smul_mulVec, sub_eq_zero]

/-- If a matrix maps every state into a subspace and fixes the states of that subspace,
its trace is the dimension of the subspace. -/
theorem finrank_eq_trace {n : ℕ} (Q : Matrix (Conf n) (Conf n) ℂ)
    (p : Submodule ℂ (Conf n → ℂ)) (h1 : ∀ x, Q *ᵥ x ∈ p) (h2 : ∀ x ∈ p, Q *ᵥ x = x) :
    (Module.finrank ℂ p : ℂ) = Q.trace := by
  have hp : LinearMap.IsProj p (Matrix.toLin' Q) :=
    ⟨fun x => by rw [Matrix.toLin'_apply]; exact h1 x,
      fun x hx => by rw [Matrix.toLin'_apply]; exact h2 x hx⟩
  rw [← hp.trace, LinearMap.trace_eq_matrix_trace ℂ (Pi.basisFun ℂ (Conf n)),
    LinearMap.toMatrix_eq_toMatrix', LinearMap.toMatrix'_toLin']

/-- Two doublets: the states of three spins with `S² = 3/4` form a space of dimension 4,
and those among them with `S_z = 1/2` form a space of dimension 2. -/
theorem two_doublets : Module.finrank ℂ doubletSpace = 4 ∧
    Module.finrank ℂ (doubletSpace ⊓
      Module.End.eigenspace (Matrix.toLin' (totalSpin 3 2)) (1/2) :
        Submodule ℂ (Conf 3 → ℂ)) = 2 := by
  obtain ⟨-, idem, tr, -⟩ := three_spin_casimir
  have kill : symmetrizer * (1 - symmetrizer) = 0 := by
    rw [mul_sub, mul_one, idem, sub_self]
  have fix : ∀ x ∈ doubletSpace, (1 - symmetrizer) *ᵥ x = x := fun x hx => by
    rw [Matrix.sub_mulVec, Matrix.one_mulVec, (mem_doubletSpace_iff x).1 hx, sub_zero]
  constructor
  · have h := finrank_eq_trace (1 - symmetrizer) doubletSpace (fun x => by
      rw [mem_doubletSpace_iff, Matrix.mulVec_mulVec, kill, Matrix.zero_mulVec]) fix
    have h8 : (1 : Matrix (Conf 3) (Conf 3) ℂ).trace = 8 := by
      rw [Matrix.trace_one]; norm_num [Fintype.card_pi]
    rw [Matrix.trace_sub, h8, tr] at h
    have h4 : (Module.finrank ℂ doubletSpace : ℂ) = (4 : ℕ) := by rw [h]; norm_num
    exact_mod_cast h4
  · -- the projector onto the doublet states with spin up
    obtain ⟨Q, hQ⟩ : ∃ Q, Q = (1 - symmetrizer) * ((1/2 : ℂ) • 1 + totalSpin 3 2) :=
      ⟨_, rfl⟩
    have entry : ∀ s t, Q s t =
        (((6 * (if s = t then 1 else 0) - permCount s t) * (1 + twoM t) : ℤ) : ℂ) / 12 := by
      intro s t
      rw [hQ, mul_add, mul_smul_comm, mul_one, Matrix.add_apply, Matrix.smul_apply,
        totalSz_eq, Matrix.mul_diagonal, Matrix.sub_apply, Matrix.one_apply,
        symmetrizer_apply, smul_eq_mul]
      push_cast
      ring
    have up : totalSpin 3 2 * Q = (1/2 : ℂ) • Q := by
      ext s t
      have h : ∀ s t : Conf 3,
          twoM s * ((6 * (if s = t then 1 else 0) - permCount s t) * (1 + twoM t)) =
            (6 * (if s = t then 1 else 0) - permCount s t) * (1 + twoM t) := by
        decide +kernel
      have hc := congrArg (Int.cast : ℤ → ℂ) (h s t)
      rw [Int.cast_mul] at hc
      rw [totalSz_eq, Matrix.diagonal_mul, Matrix.smul_apply, entry, smul_eq_mul]
      linear_combination (1/24 : ℂ) * hc
    have trQ : Q.trace = 2 := by
      have h : ∑ s : Conf 3,
          (6 * 1 - permCount s s) * (1 + twoM s) = 24 := by
        decide +kernel
      have hc := congrArg (Int.cast : ℤ → ℂ) h
      rw [Int.cast_sum] at hc
      simp only [Matrix.trace, Matrix.diag_apply, entry, ↓reduceIte, ← Finset.sum_div]
      rw [hc]
      norm_num
    have h := finrank_eq_trace Q (doubletSpace ⊓
        Module.End.eigenspace (Matrix.toLin' (totalSpin 3 2)) (1/2)) (fun x => by
      rw [Submodule.mem_inf, mem_doubletSpace_iff, Module.End.mem_eigenspace_iff,
        Matrix.toLin'_apply, Matrix.mulVec_mulVec, Matrix.mulVec_mulVec, up,
        Matrix.smul_mulVec]
      refine ⟨?_, rfl⟩
      rw [hQ, ← mul_assoc, kill, zero_mul, Matrix.zero_mulVec]) (fun x hx => by
      obtain ⟨hd, hz⟩ := Submodule.mem_inf.1 hx
      rw [Module.End.mem_eigenspace_iff, Matrix.toLin'_apply] at hz
      have hx' : ((1/2 : ℂ) • 1 + totalSpin 3 2) *ᵥ x = x := by
        rw [Matrix.add_mulVec, Matrix.smul_mulVec, Matrix.one_mulVec, hz]
        module
      rw [hQ, ← Matrix.mulVec_mulVec, hx', fix x hd])
    rw [trQ] at h
    exact_mod_cast h

end

end ThreeSpinCoupling
```

```lean
#print axioms ThreeSpinCoupling.three_spin_casimir
#print axioms ThreeSpinCoupling.two_doublets
```

```
'ThreeSpinCoupling.three_spin_casimir' depends on axioms: [propext, Classical.choice, Quot.sound]
'ThreeSpinCoupling.two_doublets' depends on axioms: [propext, Classical.choice, Quot.sound]
```

## What is fixed by the statements, and what is left to the code

A basis state is a function `Conf n` from sites to `Fin 2`, with 0 for up. `onSite` places a one-spin matrix on one site, `totalSq 3` is S², `totalSpin 3 2` is S_z, and `symmetrizer` is Π. `three_spin_casimir` states the four matrix identities, and `two_doublets` the two dimensions.

`onSite_mul_apply` reduces products to sums over one site. `spin_exchange`, valid for any number of sites, checks the four two-spin cases using i² = −1; `totalSq_three` sums over pairs. `symmetrizer_apply` turns entries of Π into integer counts. Where the derivation pairs permutations, `decide +kernel` checks these counts over all basis states; it does the same for Π² = Π and the traces.

`mem_doubletSpace_iff` identifies the eigenspace with the kernel of Π, `totalSz_eq` makes S_z diagonal, and `finrank_eq_trace` converts a projector's trace into a dimension.

"Two doublets" is stated through dimensions; no basis for either doublet is constructed. Apart from the exchange identity, the spin results concern exactly three sites. A program's bit order, its fermionic signs and its rounding need their own tests.
